# Two on-site impurities in a finite host: factorising the secular determinant with t-matrices

To search for energy levels of a host containing two impurities, one can compute the host Green function at a trial energy and then test a single scalar condition for each choice of sites and strengths, without diagonalising each impurity configuration. For non-interacting electrons in a finite tight-binding model, the parts below derive that condition at energies that belong neither to the host nor to the host with either impurity alone.

## Host, Green function and impurities

The finite type `n` labels the sites, or more generally the orthonormal orbitals, and `m` labels the impurities. The host Hamiltonian H is a complex matrix, which need not be Hermitian, and z is a complex energy.

In Lean 4 with Mathlib:

```lean
import Mathlib

open Matrix

namespace TwoImpurityDeterminant

noncomputable section

variable {n m : Type*} [Fintype n] [DecidableEq n] [Fintype m] [DecidableEq m]
```

The secular determinant of H is det(z − H), where z stands for z times the identity.

```lean
/-- The secular determinant `det (z - H)` of a Hamiltonian `H` at the complex energy `z`. -/
def secular (H : Matrix n n ℂ) (z : ℂ) : ℂ := (z • (1 : Matrix n n ℂ) - H).det
```

The host Green function is G = (z − H)⁻¹, with entries G_xy. The hypothesis `hz : secular H z ≠ 0` says that z is not a host eigenvalue, so this inverse exists. This is assumed wherever G appears below.

```lean
/-- The Green function `(z - H)⁻¹` of the host. -/
def green (H : Matrix n n ℂ) (z : ℂ) : Matrix n n ℂ := (z • (1 : Matrix n n ℂ) - H)⁻¹
```

Impurity a sits on site c(a) and shifts its on-site energy by v_a. Hopping is unchanged, and the shifts are given numbers, not found self-consistently. Two impurities may share a site, in which case their strengths add.

```lean
/-- The potential of a family of impurities: impurity `a` sits on site `c a` and has
strength `v a`. -/
def impurities (c : m → n) (v : m → ℂ) : Matrix n n ℂ :=
  ∑ a, Matrix.single (c a) (c a) (v a)
```

Repeated scattering by one impurity is collected in its t-matrix, here a number because each impurity acts on one orbital.

```lean
/-- The single-site t-matrix `v / (1 - v g)` of an impurity of strength `v` on a site whose
diagonal Green function is `g`. -/
def tScatter (v g : ℂ) : ℂ := v / (1 - v * g)
```

## (a) The single-site scattering equation

Let g be the diagonal Green function at the impurity site, with 1 − vg ≠ 0. Show that t = v/(1 − vg) satisfies

t (1 − vg) = v.

**Solution.** Multiply the definition by the nonzero denominator. Rearranged, the equation reads t = v + vgt: the electron scatters once (v), or it scatters one or more times (t), returns to the site (g) and scatters once more (v).

```lean
/-- The t-matrix solves the single-site scattering equation `t (1 - v g) = v`. -/
theorem tScatter_mul {v g : ℂ} (h : 1 - v * g ≠ 0) : tScatter v g * (1 - v * g) = v :=
  div_mul_cancel₀ v h
```

## (b) Reduction to the impurity labels

Write V for the total impurity potential and g_ab for the entry of G between sites c(a) and c(b). Show that, for det(z − H) ≠ 0,

det(z − H − V) = det(z − H) · det(δ_ab − g_ab v_b).

**Solution.** Set U_xa = v_a if x = c(a) and 0 otherwise, and W_ay = 1 if y = c(a) and 0 otherwise. Then V = UW, and since (z − H)G = 1,

z − H − V = (z − H)(1 − GUW).

For rectangular A and B of matching sizes, the block matrix with rows (1, A) and (B, 1) has determinant det(1 − BA) if the upper left block is eliminated, and det(1 − AB) if the lower right one is. The two are therefore equal. With A = GU and B = W,

det(1 − GUW) = det(1 − WGU), (WGU)_ab = g_ab v_b.

In the code, `hV` is the factorisation of V, `hfac` extracts z − H, `hW` evaluates WGU, and `Matrix.det_one_sub_mul_comm` exchanges the factors.

```lean
/-- The secular determinant of a host with impurities is that of the host times a determinant
of the size of the impurity cluster. -/
theorem secular_add_impurities (H : Matrix n n ℂ) (z : ℂ) (c : m → n) (v : m → ℂ)
    (hz : secular H z ≠ 0) :
    secular (H + impurities c v) z = secular H z *
      (1 - Matrix.of fun a b => green H z (c a) (c b) * v b : Matrix m m ℂ).det := by
  -- factor the potential through the space of impurities
  let U : Matrix n m ℂ := Matrix.of fun x a => if c a = x then v a else 0
  let W : Matrix m n ℂ := Matrix.of fun a y => if c a = y then 1 else 0
  have hV : impurities c v = U * W := by
    ext x y
    simp only [impurities, Matrix.sum_apply, Matrix.mul_apply, U, W, Matrix.of_apply,
      Matrix.single_apply]
    refine Finset.sum_congr rfl fun a _ => ?_
    split_ifs <;> first | (simp; done) | (exfalso; tauto)
  have hMG : (z • (1 : Matrix n n ℂ) - H) * green H z = 1 :=
    Matrix.mul_nonsing_inv _ (isUnit_iff_ne_zero.mpr hz)
  have hfac : z • (1 : Matrix n n ℂ) - (H + U * W)
      = (z • (1 : Matrix n n ℂ) - H) * (1 - (green H z * U) * W) := by
    rw [Matrix.mul_sub, Matrix.mul_one, ← Matrix.mul_assoc, ← Matrix.mul_assoc, hMG,
      Matrix.one_mul, sub_add_eq_sub_sub]
  have hW : W * (green H z * U) = Matrix.of fun a b => green H z (c a) (c b) * v b := by
    ext a b
    simp [Matrix.mul_apply, U, W]
  -- exchange the two factors inside the determinant
  rw [hV, secular, hfac, Matrix.det_mul, Matrix.det_one_sub_mul_comm, hW, secular]
```

## (c) t-matrices for any number of impurities

Let d_a = 1 − v_a g_aa be nonzero for every a, and let t_a = v_a/d_a. Show that

det(z − H − V) = det(z − H) · (∏_a d_a) · det N,

where N_aa = 1 and N_ab = −g_ab t_b for a ≠ b.

**Solution.** In the matrix of part (b), the diagonal entry of column b is d_b. By part (a), its off-diagonal entries are −g_ab v_b = −g_ab t_b d_b. Column b is thus d_b times column b of N, and the determinant is det N times the product of the d_b. The code states this as N times a diagonal matrix and checks diagonal and off-diagonal entries separately.

```lean
/-- For any number of impurities the secular determinant splits into the host, the single-site
factors, and a determinant built from t-matrices and propagation between different impurities. -/
theorem secular_add_impurities_tScatter (H : Matrix n n ℂ) (z : ℂ) (c : m → n) (v : m → ℂ)
    (hz : secular H z ≠ 0) (hv : ∀ a, 1 - v a * green H z (c a) (c a) ≠ 0) :
    secular (H + impurities c v) z =
      secular H z * (∏ a, (1 - v a * green H z (c a) (c a))) *
      (1 - Matrix.of fun a b => if a = b then 0 else
        green H z (c a) (c b) * tScatter (v b) (green H z (c b) (c b)) :
          Matrix m m ℂ).det := by
  -- each column carries its own single-site factor
  have hfac : (1 - Matrix.of fun a b => green H z (c a) (c b) * v b : Matrix m m ℂ) =
      (1 - Matrix.of fun a b => if a = b then 0 else
        green H z (c a) (c b) * tScatter (v b) (green H z (c b) (c b)) : Matrix m m ℂ) *
      Matrix.diagonal (fun a => 1 - v a * green H z (c a) (c a)) := by
    ext a b
    rw [Matrix.mul_diagonal]
    by_cases hab : a = b
    · subst hab
      simp only [Matrix.sub_apply, Matrix.one_apply_eq, Matrix.of_apply, eq_self, if_true]
      ring
    · simp only [Matrix.sub_apply, Matrix.one_apply, Matrix.of_apply, if_neg hab]
      linear_combination green H z (c a) (c b) * tScatter_mul (hv b)
  rw [secular_add_impurities H z c v hz, hfac, Matrix.det_mul, Matrix.det_diagonal]
  ring
```

## (d) One impurity

Show that an impurity of strength v on site i gives

det(z − H − V) = det(z − H)(1 − v G_ii).

**Solution.** With one label, the matrix in part (b) is the number 1 − G_ii v.

```lean
/-- A single impurity multiplies the secular determinant of the host by `1 - v G_ii`. -/
theorem secular_one_impurity (H : Matrix n n ℂ) (z : ℂ) (i : n) (v : ℂ)
    (hz : secular H z ≠ 0) :
    secular (H + Matrix.single i i v) z = secular H z * (1 - v * green H z i i) := by
  have hV : Matrix.single i i v = impurities (fun _ : Fin 1 => i) (fun _ => v) := by
    simp [impurities]
  rw [hV, secular_add_impurities H z _ _ hz]
  congr 1
  simp [mul_comm]
```

## (e) Two impurities with bare strengths

For strengths v₁ on site i and v₂ on site j, show that

det(z − H − V) = det(z − H) [(1 − v₁G_ii)(1 − v₂G_jj) − v₁v₂ G_ij G_ji].

**Solution.** The matrix in part (b) has rows

(1 − v₁G_ii, −v₂G_ij)

(−v₁G_ji, 1 − v₂G_jj).

Expand its determinant. No division by a single-site factor occurs, so either factor may vanish.

```lean
/-- The secular determinant with two impurities, written with the bare strengths; the
single-site factors are allowed to vanish. -/
theorem secular_two_impurities_bare (H : Matrix n n ℂ) (z : ℂ) (i j : n) (v₁ v₂ : ℂ)
    (hz : secular H z ≠ 0) :
    secular (H + (Matrix.single i i v₁ + Matrix.single j j v₂)) z = secular H z *
      ((1 - v₁ * green H z i i) * (1 - v₂ * green H z j j)
        - v₁ * v₂ * (green H z i j * green H z j i)) := by
  have hV : Matrix.single i i v₁ + Matrix.single j j v₂ = impurities ![i, j] ![v₁, v₂] := by
    simp [impurities, Fin.sum_univ_two]
  rw [hV, secular_add_impurities H z _ _ hz]
  congr 1
  simp [Matrix.det_fin_two]
  ring
```

## (f) The pair factor

Assume also that 1 − v₁G_ii and 1 − v₂G_jj are nonzero: z is not an eigenvalue of the host with either impurity alone. Show that

det(z − H − V) = det(z − H)(1 − v₁G_ii)(1 − v₂G_jj)(1 − t₁t₂ G_ij G_ji).

**Solution.** By part (a), v₁v₂ = t₁t₂(1 − v₁G_ii)(1 − v₂G_jj). Insert this in part (e) and take out the common factors. The `linear_combination` step makes the same substitution, using the scattering equation once for each impurity.

```lean
/-- Two impurities on sites `i` and `j`: the secular determinant is the host determinant times
one factor for each impurity and the pair factor `1 - t₁ t₂ G_ij G_ji`. -/
theorem secular_two_impurities (H : Matrix n n ℂ) (z : ℂ) (i j : n) (v₁ v₂ : ℂ)
    (hz : secular H z ≠ 0) (h₁ : 1 - v₁ * green H z i i ≠ 0)
    (h₂ : 1 - v₂ * green H z j j ≠ 0) :
    secular (H + (Matrix.single i i v₁ + Matrix.single j j v₂)) z =
      secular H z * (1 - v₁ * green H z i i) * (1 - v₂ * green H z j j) *
      (1 - tScatter v₁ (green H z i i) * tScatter v₂ (green H z j j)
        * green H z i j * green H z j i) := by
  rw [secular_two_impurities_bare H z i j v₁ v₂ hz]
  -- replace each bare strength by its t-matrix
  linear_combination
    secular H z * (green H z i j * green H z j i) *
      (tScatter v₂ (green H z j j) * (1 - v₂ * green H z j j)) * tScatter_mul h₁
    + secular H z * (green H z i j * green H z j i) * v₁ * tScatter_mul h₂
```

For a dimer with H₁₁ = H₂₂ = 0, H₁₂ = H₂₁ = 1 and z = 2, det(z − H) = 3, G₁₁ = G₂₂ = 2/3 and G₁₂ = G₂₁ = 1/3. Strengths v₁ = 1 and v₂ = −1 give t₁ = 3 and t₂ = −3/5. The product is 3 · (1/3) · (5/3) · (6/5) = 2, which agrees with the direct determinant 1 · 3 − (−1)(−1) = 2.

## (g) Comparing the pair with separate impurities

Let D₀, D₁, D₂ and D₁₂ be the secular determinants of the host, the host with each impurity alone, and the host with both. Under the assumptions of part (f), show that

D₀ D₁₂ = D₁ D₂ (1 − t₁t₂ G_ij G_ji).

**Solution.** Substitute part (f) for D₁₂ and part (d) for D₁ and D₂. Both sides contain D₀² and the same remaining factors.

```lean
/-- The secular determinants of host and pair multiply to those of the two single-impurity
systems times the pair factor. -/
theorem secular_pair_interaction (H : Matrix n n ℂ) (z : ℂ) (i j : n) (v₁ v₂ : ℂ)
    (hz : secular H z ≠ 0) (h₁ : 1 - v₁ * green H z i i ≠ 0)
    (h₂ : 1 - v₂ * green H z j j ≠ 0) :
    secular H z * secular (H + (Matrix.single i i v₁ + Matrix.single j j v₂)) z =
      secular (H + Matrix.single i i v₁) z * secular (H + Matrix.single j j v₂) z *
      (1 - tScatter v₁ (green H z i i) * tScatter v₂ (green H z j j)
        * green H z i j * green H z j i) := by
  rw [secular_two_impurities H z i j v₁ v₂ hz h₁ h₂, secular_one_impurity H z i v₁ hz,
    secular_one_impurity H z j v₂ hz]
  ring
```

## (h) States and zeros of the determinant

For any finite matrix K, show that

Kψ = zψ for some ψ ≠ 0 ⇔ det(z − K) = 0.

**Solution.** The eigenvalue equation is (z − K)ψ = 0, and a square matrix annihilates a nonzero vector exactly when its determinant vanishes.

```lean
/-- The Schrödinger equation at energy `z` has a nonzero solution exactly when the secular
determinant vanishes. -/
theorem exists_state_iff (K : Matrix n n ℂ) (z : ℂ) :
    (∃ ψ : n → ℂ, ψ ≠ 0 ∧ K *ᵥ ψ = z • ψ) ↔ secular K z = 0 := by
  rw [secular, ← Matrix.exists_mulVec_eq_zero_iff]
  refine exists_congr fun ψ => and_congr_right fun _ => ?_
  rw [Matrix.sub_mulVec, Matrix.smul_mulVec, Matrix.one_mulVec, sub_eq_zero]
  exact eq_comm
```

## (i) The energy condition for the pair

Under the assumptions of part (f), show that z is an eigenvalue of H + V exactly when

t₁t₂ G_ij G_ji = 1.

**Solution.** By part (h), the determinant in part (f) must vanish. Its first three factors are nonzero, so the pair factor must be zero. Conversely, a zero pair factor makes the product vanish.

In the dimer with v₁ = v₂ = 1, both t-matrices equal 3 and the condition reads 9 · (1/9) = 1. The state at z = 2 is (1, 1)/√2.

```lean
/-- Where host and single-site factors are nonzero, the system with two impurities has a state
at energy `z` exactly when `t₁ t₂ G_ij G_ji = 1`. -/
theorem pair_state_iff (H : Matrix n n ℂ) (z : ℂ) (i j : n) (v₁ v₂ : ℂ)
    (hz : secular H z ≠ 0) (h₁ : 1 - v₁ * green H z i i ≠ 0)
    (h₂ : 1 - v₂ * green H z j j ≠ 0) :
    (∃ ψ : n → ℂ, ψ ≠ 0 ∧
      (H + (Matrix.single i i v₁ + Matrix.single j j v₂)) *ᵥ ψ = z • ψ) ↔
      tScatter v₁ (green H z i i) * tScatter v₂ (green H z j j)
        * green H z i j * green H z j i = 1 := by
  rw [exists_state_iff, secular_two_impurities H z i j v₁ v₂ hz h₁ h₂]
  constructor
  · intro h
    -- only the pair factor can vanish
    have hp := (mul_eq_zero.mp h).resolve_left (mul_ne_zero (mul_ne_zero hz h₁) h₂)
    exact (sub_eq_zero.mp hp).symm
  · intro h
    rw [h, sub_self, mul_zero]

end

end TwoImpurityDeterminant
```

```lean
#print axioms TwoImpurityDeterminant.secular_add_impurities_tScatter
-- 'TwoImpurityDeterminant.secular_add_impurities_tScatter' depends on axioms: [propext, Classical.choice, Quot.sound]
#print axioms TwoImpurityDeterminant.secular_two_impurities
-- 'TwoImpurityDeterminant.secular_two_impurities' depends on axioms: [propext, Classical.choice, Quot.sound]
#print axioms TwoImpurityDeterminant.secular_pair_interaction
-- 'TwoImpurityDeterminant.secular_pair_interaction' depends on axioms: [propext, Classical.choice, Quot.sound]
#print axioms TwoImpurityDeterminant.pair_state_iff
-- 'TwoImpurityDeterminant.pair_state_iff' depends on axioms: [propext, Classical.choice, Quot.sound]
```

## A changed bond

The argument of part (b) also handles a change w in the hopping between distinct sites i and j, with V_ij = V_ji = w and all other entries zero. Now V = UW, where U has two columns with the only nonzero entries U_i1 = U_j2 = w, and W has two rows with the only nonzero entries W_1j = W_2i = 1. The corresponding two-by-two determinant, derived here by hand only, gives

det(z − H − V) = det(z − H) [(1 − wG_ij)(1 − wG_ji) − w² G_ii G_jj].
